# Across an energy gap, the energy error bounds the projector error at fixed particle number

A trial state can have the right energy and the wrong density matrix. Put one electron into a pair of degenerate levels. Occupying the first level or the second gives the same energy, yet the density matrices $P$ and $Q$ of the two choices project onto orthogonal states, and $\mathrm{tr}\,(Q-P)^2=2$. A converged energy then need not determine the populations or bond orders computed from the density matrix.

A gap between occupied and empty levels removes this failure. For non-interacting electrons with one-particle Hamiltonian $H$, let $P$ project onto the occupied levels, let $g>0$ be the gap above them, and let $Q$ be a trial projector with the same number of electrons. Then

$$\mathrm{tr}\,(Q-P)^2\le\frac{2}{g}\,\bigl(\mathrm{tr}\,HQ-\mathrm{tr}\,HP\bigr).$$

In a minimisation over projectors of fixed trace for such a finite, gapped, non-interacting system, a bound on the energy above the minimum thus becomes a bound on the error of the density matrix.

## Density matrices, energies and the gap

States are vectors of complex amplitudes in a finite orthonormal basis. The type `n` labels the basis functions; it is not the particle number.

In Lean 4 with Mathlib:

```lean
import Mathlib

open Matrix

namespace EnergyControlsProjector

noncomputable section

variable {n : Type*} [Fintype n]
```

A set of fully occupied orthonormal orbitals has a density matrix with $P^\dagger=P$ and $P^2=P$. Its trace is the number of electrons, with spin-orbitals counted singly.

```lean
/-- An orthogonal projector: a Hermitian idempotent matrix. -/
def IsProjector (P : Matrix n n ℂ) : Prop := Pᴴ = P ∧ P * P = P
```

The squared norm of a vector is $\|x\|^2=x^\dagger x$.

```lean
/-- The squared norm of a state vector. -/
def sqNorm (x : n → ℂ) : ℝ := (star x ⬝ᵥ x).re
```

The name `expectation` stands for the unnormalised form $\mathrm{Re}\,x^\dagger Hx$. The textbook expectation value of a nonzero $x$ is this number divided by $\|x\|^2$.

```lean
/-- The real part of the quadratic form of `H` at the vector `x`. -/
def expectation (H : Matrix n n ℂ) (x : n → ℂ) : ℝ := (star x ⬝ᵥ H *ᵥ x).re
```

The band energy is $E(P)=\mathrm{Re}\,\mathrm{tr}\,HP$. For Hermitian $H$ the real part changes nothing, here or in the form above. The theorems do not assume that $H$ is Hermitian, since the argument never uses it.

```lean
/-- The band energy of the density matrix `P`: the real part of `tr(HP)`. -/
def energy (H P : Matrix n n ℂ) : ℝ := (trace (H * P)).re
```

The distance between the two density matrices is measured by $\mathrm{tr}\,(Q-P)^2$, the squared Frobenius norm of their difference.

```lean
/-- The projector error: the real part of `tr((Q - P)^2)`. -/
def projectorError (P Q : Matrix n n ℂ) : ℝ := (trace ((Q - P) * (Q - P))).re
```

The gap condition says that normalised states in the range of $P$ have energy at most $a$, and normalised states in its kernel have energy at least $a+g$. For a Hermitian $H$ that commutes with $P$, this places every occupied level at or below $a$ and every empty level at or above $a+g$. If there are both occupied and empty levels, the largest possible $g$ is the difference between the lowest empty and the highest occupied level. The definition leaves the sign of $g$ open; the error bound adds $g>0$.

```lean
/-- The form of `H` is at most `a` per unit squared norm on the range of `P`, and at least
`a + g` on the kernel of `P`. -/
def HasGap (H P : Matrix n n ℂ) (a g : ℝ) : Prop :=
  (∀ x, P *ᵥ x = x → expectation H x ≤ a * sqNorm x) ∧
  (∀ x, P *ᵥ x = 0 → (a + g) * sqNorm x ≤ expectation H x)
```

## The energy of the part of $Q$ inside the range of $P$

Let $b_j$ be the columns of a matrix $B$. The diagonal entries of $B^\dagger HB$ are $b_j^\dagger Hb_j$, so

$$\mathrm{Re}\,\mathrm{tr}\,(B^\dagger HB)=\sum_j\mathrm{Re}\,b_j^\dagger Hb_j .$$

Writing out all products as sums proves it.

```lean
/-- The real part of the trace of `Bᴴ H B` is the sum of the unnormalised forms `expectation H` over
the columns of `B`. -/
theorem trace_columns (H B : Matrix n n ℂ) :
    (trace (Bᴴ * (H * B))).re = ∑ j, expectation H (fun i => B i j) := by
  simp only [expectation, trace, diag_apply, Matrix.mul_apply, conjTranspose_apply,
    dotProduct, mulVec, Pi.star_apply, Complex.re_sum]
```

Take $B=PQ$, so that $B^\dagger=QP$. The trace is cyclic, $H$ commutes with $P$, and both projectors are idempotent. Hence

$$\mathrm{tr}\,(QP\,H\,PQ)=\mathrm{tr}\,(PHP\,QQ)=\mathrm{tr}\,(HPP\,Q)=\mathrm{tr}\,(HPQ).$$

The `calc` block follows this chain.

```lean
/-- For projectors `P`, `Q` and a matrix `H` commuting with `P`, the matrix `(PQ)ᴴ H (PQ)` has the
same trace as `HPQ`. -/
theorem trace_compress {H P Q : Matrix n n ℂ} (hP : IsProjector P) (hQ : IsProjector Q)
    (hc : H * P = P * H) :
    trace ((P * Q)ᴴ * (H * (P * Q))) = trace (H * (P * Q)) := by
  rw [conjTranspose_mul, hP.1, hQ.1]
  calc trace (Q * P * (H * (P * Q))) = trace (Q * (P * H * P * Q)) := by
        simp only [Matrix.mul_assoc]
    _ = trace (P * H * P * Q * Q) := trace_mul_comm _ _
    _ = trace (H * (P * Q)) := by
        rw [← hc, Matrix.mul_assoc H P P, hP.2, Matrix.mul_assoc (H * P) Q Q, hQ.2,
          Matrix.mul_assoc]
```

Since $P(PQ)=PQ$, every column $b_j$ of $PQ$ lies in the range of $P$, where the form of $H$ is at most $a\|b_j\|^2$. Summing over columns gives

$$\mathrm{Re}\,\mathrm{tr}\,(HPQ)=\sum_j\mathrm{Re}\,b_j^\dagger Hb_j\le a\sum_j\|b_j\|^2=a\,\mathrm{Re}\,\mathrm{tr}\,(PQ).$$

The last equality is the same trace identity with $H$ replaced by the unit matrix; in the proof it is `h3`, and `h4` is the identity for $H$ itself.

```lean
variable [DecidableEq n]

/-- If `H` commutes with the projector `P` and its form is at most `a` per unit squared norm
on the range of `P`, then the part of a projector `Q` inside that range has energy at most
`a` times its weight `tr(PQ)`. -/
theorem compressed_energy_le {H P Q : Matrix n n ℂ} {a : ℝ} (hP : IsProjector P)
    (hQ : IsProjector Q) (hc : H * P = P * H)
    (h : ∀ x, P *ᵥ x = x → expectation H x ≤ a * sqNorm x) :
    (trace (H * (P * Q))).re ≤ a * (trace (P * Q)).re := by
  have h3 := trace_columns (1 : Matrix n n ℂ) (P * Q)
  rw [trace_compress hP hQ (by rw [one_mul, mul_one]), one_mul] at h3
  have h4 := trace_columns H (P * Q)
  rw [trace_compress hP hQ hc] at h4
  have e1 : ∀ y : n → ℂ, expectation 1 y = sqNorm y := fun y => by
    rw [expectation, sqNorm, one_mulVec]
  rw [h4, h3, Finset.mul_sum]
  refine Finset.sum_le_sum fun j _ => ?_
  rw [e1]
  -- every column of `PQ` lies in the range of `P`
  refine h _ ?_
  have hB : P * (P * Q) = P * Q := by rw [← Matrix.mul_assoc, hP.2]
  funext i
  have hj := congrFun (congrFun hB i) j
  rw [Matrix.mul_apply] at hj
  exact hj
```

## The projector error as missing weight

Let $w=\mathrm{tr}\,P-\mathrm{tr}\,PQ$ be the weight of $P$ that is missing from $Q$. Expanding the square and using idempotency and equal traces,

$$\mathrm{tr}\,(Q-P)^2=\mathrm{tr}\,Q-2\,\mathrm{tr}\,PQ+\mathrm{tr}\,P=2w .$$

```lean
omit [DecidableEq n] in
/-- For projectors of equal trace, the projector error is twice the weight of `P` that is
missing from `Q`. -/
theorem projectorError_eq {P Q : Matrix n n ℂ} (hP : IsProjector P) (hQ : IsProjector Q)
    (ht : trace Q = trace P) :
    projectorError P Q = 2 * ((trace P).re - (trace (P * Q)).re) := by
  have e : (Q - P) * (Q - P) = Q * Q - Q * P - P * Q + P * P := by noncomm_ring
  rw [projectorError, e, hP.2, hQ.2, trace_add, trace_sub, trace_sub, trace_mul_comm Q P, ht]
  simp only [Complex.add_re, Complex.sub_re]
  ring
```

## The energy cost of moving weight across the gap

Going from $P$ to $Q$ leaves holes in the range of $P$ and promotes weight into its kernel. Adding and subtracting $\mathrm{tr}\,HPQ$ separates the two:

$$\mathrm{tr}\,HQ-\mathrm{tr}\,HP=\mathrm{tr}\,H(1-P)Q-\mathrm{tr}\,HP(1-Q).$$

The matrix $1-Q$ is again a projector, so the column bound applies to the holes:

$$\mathrm{Re}\,\mathrm{tr}\,HP(1-Q)\le a\,(\mathrm{tr}\,P-\mathrm{tr}\,PQ)=a\,w .$$

For the promoted weight, the same bound is used with $-H$, $1-P$ and $-(a+g)$ in place of $H$, $P$ and $a$. This reverses the inequality:

$$\mathrm{Re}\,\mathrm{tr}\,H(1-P)Q\ge(a+g)(\mathrm{tr}\,Q-\mathrm{tr}\,PQ)=(a+g)\,w .$$

Equal traces make the two weights the same, so $a$ drops out and $E(Q)-E(P)\ge g\,w$. With $\mathrm{tr}\,(Q-P)^2=2w$ the error bound follows.

In the theorem, `ht` is equal particle number, `hc` says that $H$ commutes with $P$, and `hgap` is the gap condition. The two inequalities are `hup` and `hlow`, and `nlinarith` combines them.

```lean
/-- Energy controls projector error: let `P`, `Q` be projectors of equal trace, `H` commute
with `P`, and the form of `H` be separated by a gap `g > 0` between the range and the kernel
of `P`. Then the projector error is at most `2/g` times the energy error. -/
theorem projectorError_le {H P Q : Matrix n n ℂ} {a g : ℝ} (hP : IsProjector P)
    (hQ : IsProjector Q) (ht : trace Q = trace P) (hc : H * P = P * H)
    (hg : 0 < g) (hgap : HasGap H P a g) :
    projectorError P Q ≤ 2 / g * (energy H Q - energy H P) := by
  have compl : ∀ {R : Matrix n n ℂ}, IsProjector R → IsProjector (1 - R) := by
    intro R hR
    refine ⟨by rw [conjTranspose_sub, conjTranspose_one, hR.1], ?_⟩
    have e : (1 - R) * (1 - R) = 1 - R - R + R * R := by noncomm_ring
    rw [e, hR.2]
    abel
  -- the weight missing from the range of `P` has energy at most `a` per unit weight
  have hup := compressed_energy_le hP (compl hQ) hc hgap.1
  -- the weight promoted to the kernel of `P` has energy at least `a + g` per unit weight
  have hlow := compressed_energy_le (H := -H) (a := -(a + g)) (compl hP) hQ
    (by rw [mul_sub, sub_mul, mul_one, one_mul, neg_mul, mul_neg, hc])
    (by
      intro x hx
      rw [sub_mulVec, one_mulVec, sub_eq_self] at hx
      have h := hgap.2 x hx
      have e : expectation (-H) x = -expectation H x := by
        rw [expectation, expectation, neg_mulVec, dotProduct_neg, Complex.neg_re]
      rw [e]
      linarith)
  simp only [mul_sub, sub_mul, mul_one, one_mul, neg_mul, trace_sub, trace_neg,
    Complex.sub_re, Complex.neg_re, ht] at hup hlow
  rw [projectorError_eq hP hQ ht, div_mul_eq_mul_div, le_div_iff₀ hg, energy, energy]
  nlinarith
```

The matrix $H$ is fixed throughout. In Hartree–Fock or Kohn–Sham theory it depends on the density matrix, and the total energy is not the band energy; passing to the self-consistent problem is a step that these hypotheses do not supply.

## Single matrix elements and uniqueness

Because $Q-P$ is Hermitian,

$$\mathrm{tr}\,(Q-P)^2=\sum_{k,l}|(Q-P)_{kl}|^2 ,$$

and no single term exceeds the sum. Each density-matrix element therefore obeys $|(Q-P)_{ij}|^2\le(2/g)\,(E(Q)-E(P))$. An energy error of $10^{-6}g$ guarantees elements to about $1.4\times10^{-3}$: the element error is controlled by the square root of the energy error.

```lean
/-- Under the same hypotheses, the squared error of every single density matrix element is
at most `2/g` times the energy error. -/
theorem element_error_le {H P Q : Matrix n n ℂ} {a g : ℝ} (hP : IsProjector P)
    (hQ : IsProjector Q) (ht : trace Q = trace P) (hc : H * P = P * H)
    (hg : 0 < g) (hgap : HasGap H P a g) (i j : n) :
    ‖(Q - P) i j‖ ^ 2 ≤ 2 / g * (energy H Q - energy H P) := by
  have hD : (Q - P)ᴴ = Q - P := by rw [conjTranspose_sub, hQ.1, hP.1]
  -- the projector error is the sum of all squared moduli of the entries
  have hs : projectorError P Q = ∑ k, ∑ l, ‖(Q - P) k l‖ ^ 2 := by
    simp only [projectorError, trace, diag_apply, Matrix.mul_apply, Complex.re_sum]
    refine Finset.sum_congr rfl fun k _ => Finset.sum_congr rfl fun l _ => ?_
    have h : star ((Q - P) k l) = (Q - P) l k := congrFun (congrFun hD l) k
    rw [← h, Complex.star_def, Complex.mul_conj, Complex.ofReal_re,
      Complex.normSq_eq_norm_sq]
  have h := projectorError_le hP hQ ht hc hg hgap
  rw [hs] at h
  have h1 : ‖(Q - P) i j‖ ^ 2 ≤ ∑ l, ‖(Q - P) i l‖ ^ 2 :=
    Finset.single_le_sum (f := fun l => ‖(Q - P) i l‖ ^ 2)
      (fun l _ => sq_nonneg _) (Finset.mem_univ j)
  have h2 : ∑ l, ‖(Q - P) i l‖ ^ 2 ≤ ∑ k, ∑ l, ‖(Q - P) k l‖ ^ 2 :=
    Finset.single_le_sum (f := fun k => ∑ l, ‖(Q - P) k l‖ ^ 2)
      (fun k _ => Finset.sum_nonneg fun l _ => sq_nonneg _) (Finset.mem_univ i)
  exact h1.trans (h2.trans h)
```

If $E(Q)\le E(P)$, the right-hand side is at most zero, every element of $Q-P$ vanishes, and $Q=P$. The gapped ground-state projector is thus the only minimiser of the band energy among projectors of its trace.

```lean
/-- Under the same hypotheses, a projector `Q` whose energy does not exceed that of `P`
is equal to `P`. -/
theorem eq_of_energy_le {H P Q : Matrix n n ℂ} {a g : ℝ} (hP : IsProjector P)
    (hQ : IsProjector Q) (ht : trace Q = trace P) (hc : H * P = P * H)
    (hg : 0 < g) (hgap : HasGap H P a g) (hE : energy H Q ≤ energy H P) : Q = P := by
  ext i j
  have h := element_error_le hP hQ ht hc hg hgap i j
  have hp : 0 ≤ 2 / g := by positivity
  have h0 : ‖(Q - P) i j‖ ^ 2 = 0 :=
    le_antisymm (by nlinarith [mul_nonneg hp (sub_nonneg.2 hE)]) (sq_nonneg _)
  rw [pow_eq_zero_iff two_ne_zero, norm_eq_zero, Matrix.sub_apply, sub_eq_zero] at h0
  exact h0
```

## Two flat levels turn the bound into an equality

Let all occupied levels lie at $a$ and all empty ones at $a+g$:

$$H=aP+(a+g)(1-P).$$

The name `flatBand` refers to these two energies, one shared by all occupied levels and the other by all empty levels; no crystal momentum is involved.

```lean
/-- The flat-band Hamiltonian `a P + (a + g)(1 - P)`. -/
def flatBand (P : Matrix n n ℂ) (a g : ℝ) : Matrix n n ℂ :=
  (a : ℂ) • P + ((a + g : ℝ) : ℂ) • (1 - P)
```

This $H$ commutes with $P$. If $Px=x$, then $Hx=ax$; if $Px=0$, then $Hx=(a+g)x$. Both parts of the gap condition hold with equality.

```lean
/-- The flat-band Hamiltonian of any matrix `P` commutes with `P` and has the gap `g`. -/
theorem flatBand_hasGap (P : Matrix n n ℂ) (a g : ℝ) :
    flatBand P a g * P = P * flatBand P a g ∧ HasGap (flatBand P a g) P a g := by
  refine ⟨?_, fun x hx => le_of_eq ?_, fun x hx => le_of_eq ?_⟩
  · simp only [flatBand, add_mul, mul_add, Matrix.smul_mul, Matrix.mul_smul, sub_mul,
      mul_sub, one_mul, mul_one]
  · have h : flatBand P a g *ᵥ x = (a : ℂ) • x := by
      rw [flatBand, add_mulVec, smul_mulVec, smul_mulVec, sub_mulVec, one_mulVec, hx,
        sub_self, smul_zero, add_zero]
    rw [expectation, h, dotProduct_smul, smul_eq_mul, Complex.re_ofReal_mul, sqNorm]
  · have h : flatBand P a g *ᵥ x = ((a + g : ℝ) : ℂ) • x := by
      rw [flatBand, add_mulVec, smul_mulVec, smul_mulVec, sub_mulVec, one_mulVec, hx,
        sub_zero, smul_zero, zero_add]
    rw [expectation, h, dotProduct_smul, smul_eq_mul, Complex.re_ofReal_mul, sqNorm]
```

For a projector $R$ the energy is $a\,\mathrm{tr}\,PR+(a+g)(\mathrm{tr}\,R-\mathrm{tr}\,PR)$. Subtracting the value at $R=P$ from that at $R=Q$ leaves $E(Q)-E(P)=g\,w$, and so

$$\mathrm{tr}\,(Q-P)^2=2w=\frac{2}{g}\,\bigl(E(Q)-E(P)\bigr)$$

for every $Q$ with the trace of $P$. When $Q\ne P$ both sides are positive, so no constant smaller than $2/g$ would serve for all Hamiltonians with gap $g$. The last section gives such a pair.

```lean
/-- For the flat-band Hamiltonian with `g > 0`, the error bound with constant `2/g` is an equality
for all projectors `P`, `Q` of equal trace. -/
theorem flatBand_equality {P Q : Matrix n n ℂ} {a g : ℝ} (hP : IsProjector P)
    (hQ : IsProjector Q) (ht : trace Q = trace P) (hg : 0 < g) :
    projectorError P Q =
      2 / g * (energy (flatBand P a g) Q - energy (flatBand P a g) P) := by
  have e : ∀ R, energy (flatBand P a g) R = a * (trace (P * R)).re
      + (a + g) * ((trace R).re - (trace (P * R)).re) := by
    intro R
    simp only [energy, flatBand, add_mul, sub_mul, one_mul, Matrix.smul_mul, trace_add,
      trace_sub, trace_smul, smul_eq_mul, Complex.add_re, Complex.sub_re,
      Complex.re_ofReal_mul]
  have e2 : energy (flatBand P a g) Q - energy (flatBand P a g) P
      = g * ((trace P).re - (trace (P * Q)).re) := by
    rw [e Q, e P, hP.2, ht]
    ring
  rw [projectorError_eq hP hQ ht, e2, ← mul_assoc, div_mul_cancel₀ _ hg.ne']
```

## One electron in two levels

With a single basis function the only projectors are $0$ and $1$. Equal traces force $Q=P$, and both sides of the bound are zero. Two basis functions are the smallest number that allows an error.

Take $a=-1$, $g=2$ and

$$P=\begin{pmatrix}1&0\\0&0\end{pmatrix},\qquad Q=\frac12\begin{pmatrix}1&1\\1&1\end{pmatrix},\qquad H=\begin{pmatrix}-1&0\\0&1\end{pmatrix}.$$

Here $Q$ describes an electron shared equally between the levels. The energies are $E(P)=-1$ and $E(Q)=0$, so the right-hand side of the bound is $(2/2)\cdot1=1$. The difference

$$Q-P=\frac12\begin{pmatrix}-1&1\\1&1\end{pmatrix}$$

has four entries of squared modulus $1/4$, so the left-hand side is also $1$. The last theorem checks that these matrices satisfy the hypotheses and that $Q\ne P$. The projector conditions and $Q\ne P$ are checked on matrix entries, the traces are computed, and commutation and the gap come from `flatBand_hasGap`.

```lean
/-- Two distinct projectors of equal trace in dimension two, with a flat-band Hamiltonian of
gap `2`, meet all the hypotheses of the error bound. -/
theorem projectorError_le_witness :
    let P : Matrix (Fin 2) (Fin 2) ℂ := !![1, 0; 0, 0]
    let Q : Matrix (Fin 2) (Fin 2) ℂ := !![1/2, 1/2; 1/2, 1/2]
    let H := flatBand P (-1) 2
    IsProjector P ∧ IsProjector Q ∧ trace Q = trace P ∧ Q ≠ P ∧
      H * P = P * H ∧ HasGap H P (-1) 2 := by
  intro P Q H
  refine ⟨⟨?_, ?_⟩, ⟨?_, ?_⟩, ?_, ?_, flatBand_hasGap P (-1) 2⟩
  · ext i j
    fin_cases i <;> fin_cases j <;> simp [P]
  · ext i j
    fin_cases i <;> fin_cases j <;> simp [P, Matrix.mul_apply, Fin.sum_univ_succ]
  · ext i j
    fin_cases i <;> fin_cases j <;> simp [Q]
  · ext i j
    fin_cases i <;> fin_cases j <;> norm_num [Q, Matrix.mul_apply, Fin.sum_univ_succ]
  · norm_num [P, Q, Matrix.trace_fin_two]
  · intro h
    have h01 := congrFun (congrFun h 0) 1
    norm_num [P, Q] at h01

end

end EnergyControlsProjector
```

```lean
#print axioms EnergyControlsProjector.projectorError_le
#print axioms EnergyControlsProjector.eq_of_energy_le
#print axioms EnergyControlsProjector.flatBand_equality
```

```
'EnergyControlsProjector.projectorError_le' depends on axioms: [propext, Classical.choice, Quot.sound]
'EnergyControlsProjector.eq_of_energy_le' depends on axioms: [propext, Classical.choice, Quot.sound]
'EnergyControlsProjector.flatBand_equality' depends on axioms: [propext, Classical.choice, Quot.sound]
```
